# Merging two reference energies: in finite dimension, the separable potential converges if the states are differentiable in energy and the overlap matrix built from values and energy derivatives is invertible

Q: When building a pseudopotential with two projectors for one angular momentum, one can use the energy derivative of the pseudo-wave in place of a pseudo-wave at a second reference energy. Why should that be a limit of the two-energy construction?

A: Let $h$ be the kinetic energy plus the local potential, and $\varphi(\varepsilon)$ the pseudo-wave at energy $\varepsilon$. We want a nonlocal $V$ such that $h+V$ has solutions $\varphi(e)$ and $\varphi(e+d)$ at their own energies. With $\chi(\varepsilon)=(\varepsilon-h)\varphi(\varepsilon)$, put the two waves into the columns of $\Phi$ and the two $\chi$'s into $X$, and set
$$B=\Phi^\dagger X,\qquad V=X(B^\dagger)^{-1}X^\dagger .$$
As $d\to0$ the columns coincide and $B$ becomes singular. The question is whether $V$ survives.

Q: Show me that it does, without Lean.

A: Since $X^\dagger\Phi=B^\dagger$, we have $V\Phi=X(B^\dagger)^{-1}B^\dagger=X$, so $V\varphi=\chi$ for each column.

Now replace $\Phi,X$ by $\Phi T,XT$ with $T$ invertible. Then $B$ becomes $T^\dagger BT$, and
$$XT\,T^{-1}(B^\dagger)^{-1}(T^\dagger)^{-1}\,T^\dagger X^\dagger=V .$$
Choose
$$T=\begin{pmatrix}1&-1/d\\0&1/d\end{pmatrix}.$$
The second columns become $[\varphi(e+d)-\varphi(e)]/d$ and $[\chi(e+d)-\chi(e)]/d$. They tend to $\varphi'$ and, by the product rule, to $\chi'=\varphi+(e-h)\varphi'$.

Let $B_0$ be the overlap matrix built from $(\varphi,\varphi')$ and $(\chi,\chi')$ at $e$. If it is invertible, the inverse is continuous there, so $V\to V_0$, the same formula applied to these columns. From $V_0\varphi=\chi$ and $V_0\varphi'=\chi'$ follow
$$(h+V_0-e)\varphi=0,\qquad (h+V_0-e)\varphi'=\varphi .$$

Q: What does the Lean text take $h$ and $\varphi$ to be?

A: `h` is a complex square matrix over a finite index type `n`, and `φ : ℝ → n → ℂ` is a family of vectors at real energies. The type `m` labels the columns.

```lean
import Mathlib

open Matrix Filter Topology
open scoped ComplexOrder

namespace CoalescingProjectors

noncomputable section

variable {n m : Type*} [Fintype n] [Fintype m] [DecidableEq m]
```

`overlap` is $B$, not the overlap operator $S$ of the ultrasoft scheme, which is absent here: the eigenvalue problem is the ordinary one.

```lean
/-- The matrix `B = Φᴴ X` of overlaps between the states in the columns of `Φ` and the
functions in the columns of `X`. -/
def overlap (Φ X : Matrix n m ℂ) : Matrix m m ℂ := Φᴴ * X

/-- The separable potential `V = X (Bᴴ)⁻¹ Xᴴ`, for invertible `B = Φᴴ X`. -/
def potential (Φ X : Matrix n m ℂ) : Matrix n n ℂ := X * ((overlap Φ X)ᴴ)⁻¹ * Xᴴ
```

Lean numbers the two columns 0 and 1.

```lean
/-- The matrix with the two columns `u` and `v`. -/
def pair (u v : n → ℂ) : Matrix n (Fin 2) ℂ := Matrix.of fun i => ![u i, v i]
```

The name `residual` stands for $\chi$, which need not be small.

```lean
/-- The function `χ(ε) = (ε - h) φ(ε)`. -/
def residual (h : Matrix n n ℂ) (φ : ℝ → n → ℂ) (ε : ℝ) : n → ℂ :=
  (ε : ℂ) • φ ε - h *ᵥ φ ε
```

The next two definitions supply the columns for $V_0$ and for the two-energy $V$.

```lean
/-- The value and the energy derivative of `f` at `e`, as two columns, for `f`
differentiable at `e`. -/
def tangentPair (f : ℝ → n → ℂ) (e : ℝ) : Matrix n (Fin 2) ℂ := pair (f e) (deriv f e)

/-- The values of `f` at the two energies `e` and `e + d`, as two columns. -/
def energyPair (f : ℝ → n → ℂ) (e d : ℝ) : Matrix n (Fin 2) ℂ := pair (f e) (f (e + d))
```

Q: And the claim itself?

A: `coalescence`, further down, assumes that `φ` is differentiable at `e` and that $\det B_0\neq0$. It concludes that $V$ tends to $V_0$ as $d\to0$ through nonzero values, written `𝓝[≠] 0`, and that both equations for $V_0$ hold. Nothing is assumed about `h`, not even Hermiticity.

Q: Then take me through the proof.

A: First comes $V\Phi=X$, by cancelling $B^\dagger$ against its inverse.

```lean
/-- If the overlap matrix is invertible, the potential maps each column of `Φ` to the corresponding
column of `X`: `V Φ = X`. -/
theorem potential_mul (Φ X : Matrix n m ℂ) (hB : (overlap Φ X).det ≠ 0) :
    potential Φ X * Φ = X := by
  have h1 : Xᴴ * Φ = (overlap Φ X)ᴴ := by simp [overlap]
  have h2 : IsUnit ((overlap Φ X)ᴴ).det := by
    rw [Matrix.det_conjTranspose]
    exact isUnit_iff_ne_zero.2 (star_ne_zero.2 hB)
  unfold potential
  rw [Matrix.mul_assoc, h1, Matrix.mul_assoc, Matrix.nonsing_inv_mul _ h2, Matrix.mul_one]
```

Next, the change of columns: the lemma gives $T^\dagger BT$, and the `calc` block regroups the product so that the factors of $T$ cancel.

```lean
omit [DecidableEq m] in
private lemma overlap_mul_right (Φ X : Matrix n m ℂ) (T : Matrix m m ℂ) :
    overlap (Φ * T) (X * T) = Tᴴ * overlap Φ X * T := by
  simp only [overlap, Matrix.conjTranspose_mul, Matrix.mul_assoc]

/-- The potential is unchanged when the columns of `Φ` and those of `X` are recombined by the same
invertible matrix `T`. -/
theorem potential_mul_right (Φ X : Matrix n m ℂ) (T : Matrix m m ℂ) (hT : T.det ≠ 0) :
    potential (Φ * T) (X * T) = potential Φ X := by
  have h1 : T * T⁻¹ = 1 := Matrix.mul_nonsing_inv _ (isUnit_iff_ne_zero.2 hT)
  have h2 : (Tᴴ)⁻¹ * Tᴴ = 1 := by
    apply Matrix.nonsing_inv_mul
    rw [Matrix.det_conjTranspose]
    exact isUnit_iff_ne_zero.2 (star_ne_zero.2 hT)
  have hB : (overlap (Φ * T) (X * T))ᴴ = Tᴴ * (overlap Φ X)ᴴ * T := by
    rw [overlap_mul_right]
    simp only [Matrix.conjTranspose_mul, Matrix.conjTranspose_conjTranspose, Matrix.mul_assoc]
  unfold potential
  rw [hB, Matrix.mul_inv_rev, Matrix.mul_inv_rev, Matrix.conjTranspose_mul]
  calc X * T * (T⁻¹ * (((overlap Φ X)ᴴ)⁻¹ * (Tᴴ)⁻¹)) * (Tᴴ * Xᴴ)
      = X * (T * T⁻¹) * ((overlap Φ X)ᴴ)⁻¹ * ((Tᴴ)⁻¹ * Tᴴ) * Xᴴ := by
        simp only [Matrix.mul_assoc]
    _ = X * ((overlap Φ X)ᴴ)⁻¹ * Xᴴ := by rw [h1, h2, Matrix.mul_one, Matrix.mul_one]
```

Continuity of $V$ uses the inverse as adjugate divided by determinant, with a nonzero limiting determinant.

```lean
/-- The potential depends continuously on `Φ` and `X` wherever the overlap matrix is invertible. -/
theorem tendsto_potential {ι : Type*} {l : Filter ι} {Φ X : ι → Matrix n m ℂ}
    {Φ₀ X₀ : Matrix n m ℂ} (hΦ : Tendsto Φ l (𝓝 Φ₀)) (hX : Tendsto X l (𝓝 X₀))
    (hB : (overlap Φ₀ X₀).det ≠ 0) :
    Tendsto (fun t => potential (Φ t) (X t)) l (𝓝 (potential Φ₀ X₀)) := by
  have c1 : Continuous fun p : Matrix n m ℂ × Matrix n m ℂ => (overlap p.1 p.2)ᴴ :=
    (continuous_fst.matrix_conjTranspose.matrix_mul continuous_snd).matrix_conjTranspose
  have cd : Continuous fun M : Matrix m m ℂ => M.det := continuous_id.matrix_det
  have ca : Continuous fun M : Matrix m m ℂ => M.adjugate := continuous_id.matrix_adjugate
  have ct : Continuous fun M : Matrix n m ℂ => Mᴴ := continuous_id.matrix_conjTranspose
  have cm : Continuous fun q : (Matrix n m ℂ × Matrix m m ℂ) × Matrix m n ℂ =>
      q.1.1 * q.1.2 * q.2 :=
    (continuous_fst.fst.matrix_mul continuous_fst.snd).matrix_mul continuous_snd
  have hBt : Tendsto (fun t => (overlap (Φ t) (X t))ᴴ) l (𝓝 ((overlap Φ₀ X₀)ᴴ)) := by
    have h1 := (c1.tendsto (Φ₀, X₀)).comp (hΦ.prodMk_nhds hX)
    exact h1
  have hdet : ((overlap Φ₀ X₀)ᴴ).det ≠ 0 := by
    rw [Matrix.det_conjTranspose]
    exact star_ne_zero.2 hB
  -- the inverse is the adjugate divided by the determinant
  have hinv : Tendsto (fun t => ((overlap (Φ t) (X t))ᴴ)⁻¹) l
      (𝓝 (((overlap Φ₀ X₀)ᴴ)⁻¹)) := by
    have h1 := (((cd.tendsto _).comp hBt).inv₀ hdet).smul ((ca.tendsto _).comp hBt)
    simp only [Matrix.inv_def, Ring.inverse_eq_inv']
    exact h1
  have h2 := (cm.tendsto ((X₀, ((overlap Φ₀ X₀)ᴴ)⁻¹), X₀ᴴ)).comp
    ((hX.prodMk_nhds hinv).prodMk_nhds ((ct.tendsto X₀).comp hX))
  exact h2
```

The product rule is applied component by component.

```lean
private lemma hasDerivAt_energy (e : ℝ) : HasDerivAt (fun ε : ℝ => (ε : ℂ)) 1 e := by
  simpa using (hasDerivAt_id e).ofReal_comp

/-- If `φ` has energy derivative `φ'` at `e`, then `χ` has the energy derivative
`φ + (e - h) φ'` there. -/
theorem hasDerivAt_residual (h : Matrix n n ℂ) {φ : ℝ → n → ℂ} {φ' : n → ℂ} {e : ℝ}
    (hφ : HasDerivAt φ φ' e) :
    HasDerivAt (residual h φ) (φ e + ((e : ℂ) • φ' - h *ᵥ φ')) e := by
  have hi := hasDerivAt_pi.1 hφ
  rw [hasDerivAt_pi]
  intro i
  have h2 : HasDerivAt (fun ε => ∑ j, h i j * φ ε j) (∑ j, h i j * φ' j) e :=
    HasDerivAt.fun_sum fun j _ => (hi j).const_mul (h i j)
  have h3 : HasDerivAt (fun ε => residual h φ ε i)
      (1 * φ e i + (e : ℂ) * φ' i - ∑ j, h i j * φ' j) e :=
    ((hasDerivAt_energy e).fun_mul (hi i)).fun_sub h2
  refine h3.congr_deriv ?_
  simp only [Pi.add_apply, Pi.sub_apply, Pi.smul_apply, smul_eq_mul, Matrix.mulVec, dotProduct]
  ring
```

`pair_mul` multiplies by the matrix $T$ above, with $c=1/d$, and `tendsto_secant` takes the resulting difference quotient to the derivative.

```lean
omit [Fintype n] in
private lemma pair_mul (u v : n → ℂ) (c : ℝ) :
    pair u v * !![1, -(c : ℂ); 0, (c : ℂ)] = pair u (c • (v - u)) := by
  ext i j
  fin_cases j
  · simp [pair, Matrix.mul_apply, Fin.sum_univ_two]
  · simp [pair, Matrix.mul_apply, Fin.sum_univ_two]
    ring

private lemma tendsto_secant {f : ℝ → n → ℂ} {e : ℝ} (hf : DifferentiableAt ℝ f e) :
    Tendsto (fun d : ℝ => energyPair f e d * !![1, -((d⁻¹ : ℝ) : ℂ); 0, ((d⁻¹ : ℝ) : ℂ)])
      (𝓝[≠] 0) (𝓝 (tangentPair f e)) := by
  have hc : Continuous fun v : n → ℂ => pair (f e) v := by
    refine continuous_matrix fun i j => ?_
    fin_cases j
    · exact continuous_const
    · exact continuous_apply i
  simp only [energyPair, pair_mul]
  exact (hc.tendsto _).comp (hasDerivAt_iff_tendsto_slope_zero.1 hf.hasDerivAt)
```

Two short lemmas read $V\Phi=X$ column by column and turn $V\varphi=\chi$ into the eigenvalue equation.

```lean
private lemma potential_pair {u v w z : n → ℂ}
    (hB : (overlap (pair u v) (pair w z)).det ≠ 0) :
    potential (pair u v) (pair w z) *ᵥ u = w ∧ potential (pair u v) (pair w z) *ᵥ v = z := by
  have hV := potential_mul _ _ hB
  exact ⟨funext fun i => congrFun (congrFun hV i) 0, funext fun i => congrFun (congrFun hV i) 1⟩

private lemma solves (h : Matrix n n ℂ) (φ : ℝ → n → ℂ) (ε : ℝ) {V : Matrix n n ℂ}
    (hV : V *ᵥ φ ε = residual h φ ε) : (h + V) *ᵥ φ ε = (ε : ℂ) • φ ε := by
  rw [Matrix.add_mulVec, hV]
  unfold residual
  abel
```

Q: Lean gives a singular matrix the inverse zero. Could the limit be one of meaningless potentials?

A: No. The determinant of $T^\dagger BT$ tends to $\det B_0\neq0$, so $B$ itself is invertible for all small $d\neq0$, and $V$ then reproduces both states.

```lean
/-- If `φ` is differentiable at `e` and `B0` is invertible, then for all small `d ≠ 0` the
two-energy overlap matrix is invertible and `h + V` has `φ(e)` and `φ(e + d)` as solutions
at the energies `e` and `e + d`. -/
theorem two_energy_solutions (h : Matrix n n ℂ) (φ : ℝ → n → ℂ) (e : ℝ)
    (hφ : DifferentiableAt ℝ φ e)
    (hB : (overlap (tangentPair φ e) (tangentPair (residual h φ) e)).det ≠ 0) :
    ∀ᶠ d in 𝓝[≠] (0 : ℝ),
      (overlap (energyPair φ e d) (energyPair (residual h φ) e d)).det ≠ 0 ∧
      (h + potential (energyPair φ e d) (energyPair (residual h φ) e d)) *ᵥ φ e
        = (e : ℂ) • φ e ∧
      (h + potential (energyPair φ e d) (energyPair (residual h φ) e d)) *ᵥ φ (e + d)
        = ((e + d : ℝ) : ℂ) • φ (e + d) := by
  have hχ := (hasDerivAt_residual h hφ.hasDerivAt).differentiableAt
  have c1 : Continuous fun p : Matrix n (Fin 2) ℂ × Matrix n (Fin 2) ℂ =>
      (overlap p.1 p.2).det :=
    (continuous_fst.matrix_conjTranspose.matrix_mul continuous_snd).matrix_det
  have ht := (c1.tendsto (tangentPair φ e, tangentPair (residual h φ) e)).comp
    ((tendsto_secant hφ).prodMk_nhds (tendsto_secant hχ))
  filter_upwards [ht.eventually_ne hB] with d hd
  have hd' : (overlap (energyPair φ e d) (energyPair (residual h φ) e d)).det ≠ 0 := by
    intro h0
    apply hd
    simp only [Function.comp_apply]
    rw [overlap_mul_right, Matrix.det_mul, Matrix.det_mul, h0, mul_zero, zero_mul]
  obtain ⟨h1, h2⟩ := potential_pair hd'
  exact ⟨hd', solves h φ e h1, solves h φ (e + d) h2⟩
```

The main theorem applies continuity to the difference quotients, then uses invariance under $T$ to return to the original potentials. Its last equation is $V_0\varphi'=\chi'$ with the product rule inserted.

```lean
/-- If `φ` is differentiable at `e` and `B0` is invertible, the potentials for the energies
`e` and `e + d` converge as `d → 0` to `V0`, with `(h + V0 - e) φ = 0` and
`(h + V0 - e) φ' = φ`. -/
theorem coalescence (h : Matrix n n ℂ) (φ : ℝ → n → ℂ) (e : ℝ)
    (hφ : DifferentiableAt ℝ φ e)
    (hB : (overlap (tangentPair φ e) (tangentPair (residual h φ) e)).det ≠ 0) :
    Tendsto (fun d => potential (energyPair φ e d) (energyPair (residual h φ) e d))
      (𝓝[≠] 0) (𝓝 (potential (tangentPair φ e) (tangentPair (residual h φ) e))) ∧
    (h + potential (tangentPair φ e) (tangentPair (residual h φ) e)) *ᵥ φ e
      = (e : ℂ) • φ e ∧
    (h + potential (tangentPair φ e) (tangentPair (residual h φ) e)) *ᵥ deriv φ e
      - (e : ℂ) • deriv φ e = φ e := by
  have hχ := hasDerivAt_residual h hφ.hasDerivAt
  obtain ⟨h1, h2⟩ := potential_pair hB
  refine ⟨?_, solves h φ e h1, ?_⟩
  · -- pass to difference quotients, which leaves the potential unchanged
    refine (tendsto_potential (tendsto_secant hφ)
      (tendsto_secant hχ.differentiableAt) hB).congr' ?_
    filter_upwards [self_mem_nhdsWithin] with d hd
    have hd0 : d ≠ 0 := hd
    apply potential_mul_right
    simp [Matrix.det_fin_two, hd0]
  · rw [Matrix.add_mulVec]
    unfold tangentPair
    rw [h2, hχ.deriv]
    abel
```

Q: Is $V_0$ at least Hermitian?

A: Not if $h$ is a Hermitian matrix. If $H=h+V_0$ were Hermitian,
$$\langle\varphi,\varphi\rangle=\langle\varphi,(H-e)\varphi'\rangle=\langle(H-e)\varphi,\varphi'\rangle=0,$$
so $\varphi=0$ and the first row of $B_0$ would vanish.

```lean
/-- For Hermitian `h`, `φ` differentiable at `e` and invertible `B0`, the limiting potential
`V0` is not Hermitian. -/
theorem limit_not_hermitian (h : Matrix n n ℂ) (hh : h.IsHermitian) (φ : ℝ → n → ℂ) (e : ℝ)
    (hφ : DifferentiableAt ℝ φ e)
    (hB : (overlap (tangentPair φ e) (tangentPair (residual h φ) e)).det ≠ 0) :
    ¬ (potential (tangentPair φ e) (tangentPair (residual h φ) e)).IsHermitian := by
  intro hV
  obtain ⟨-, h1, h2⟩ := coalescence h φ e hφ hB
  have hH := hh.add hV
  have h3 := congrArg star h1
  have hs : star (e : ℂ) = (e : ℂ) := Complex.conj_ofReal e
  rw [Matrix.star_mulVec, hH.eq, star_smul, hs] at h3
  -- the chain relation makes the norm of `φ` vanish
  have key : star (φ e) ⬝ᵥ φ e = 0 := by
    have h4 := congrArg (fun v => star (φ e) ⬝ᵥ v) h2
    simp only [dotProduct_sub, Matrix.dotProduct_mulVec, h3, smul_dotProduct,
      dotProduct_smul, sub_self] at h4
    exact h4.symm
  have hz : φ e = 0 := dotProduct_star_self_eq_zero.1 key
  apply hB
  apply Matrix.det_eq_zero_of_row_eq_zero 0
  intro j
  simp [overlap, tangentPair, pair, Matrix.mul_apply, hz]
```

Q: Yet Hermitian two-projector pseudopotentials exist.

A: There the inner products stop at a core radius, and the kinetic energy leaves surface terms, so this argument doesn't carry over. Passing from a finite matrix to that radial operator is the step the hypotheses leave open.

Q: Does any example meet them?

A: Take $h=\mathrm{diag}(0,1)$, $\varphi(\varepsilon)=(1,\varepsilon)$ and $e=1$.

```lean
/-- The two-component family `φ(ε) = (1, ε)`. -/
def affineWave (ε : ℝ) : Fin 2 → ℂ := ![1, (ε : ℂ)]

/-- The Hermitian matrix `h = diag(0, 1)` and the family `φ(ε) = (1, ε)` at `e = 1` have
`φ` differentiable and `B0` invertible. -/
theorem coalescence_witness :
    (!![0, 0; 0, 1] : Matrix (Fin 2) (Fin 2) ℂ).IsHermitian ∧
    DifferentiableAt ℝ affineWave 1 ∧
    (overlap (tangentPair affineWave 1)
      (tangentPair (residual !![0, 0; 0, 1] affineWave) 1)).det ≠ 0 := by
  have hd : HasDerivAt affineWave ![0, 1] 1 := by
    rw [hasDerivAt_pi]
    intro i
    fin_cases i
    · exact hasDerivAt_const (1 : ℝ) (1 : ℂ)
    · exact hasDerivAt_energy 1
  have hm : ∀ v : Fin 2 → ℂ,
      (!![0, 0; 0, 1] : Matrix (Fin 2) (Fin 2) ℂ) *ᵥ v = ![0, v 1] := by
    intro v
    ext i
    fin_cases i <;> simp [Matrix.mulVec, dotProduct, Fin.sum_univ_two]
  refine ⟨?_, hd.differentiableAt, ?_⟩
  · ext i j
    fin_cases i <;> fin_cases j <;> simp
  · unfold tangentPair
    rw [hd.deriv, (hasDerivAt_residual _ hd).deriv]
    simp only [residual, hm]
    norm_num [Matrix.det_fin_two, overlap, pair, affineWave, Matrix.mul_apply,
      Fin.sum_univ_two]

end

end CoalescingProjectors
```

```lean
#print axioms CoalescingProjectors.two_energy_solutions
-- 'CoalescingProjectors.two_energy_solutions' depends on axioms: [propext, Classical.choice, Quot.sound]
#print axioms CoalescingProjectors.limit_not_hermitian
-- 'CoalescingProjectors.limit_not_hermitian' depends on axioms: [propext, Classical.choice, Quot.sound]
```

Working the example out gives
$$V=\begin{pmatrix}0&1\\-(1+d)&1+d\end{pmatrix}\to V_0=\begin{pmatrix}0&1\\-1&1\end{pmatrix}.$$
The normalised state at $e$ is $(1,1)/\sqrt2$; scaling the whole family by $1/\sqrt2$ leaves $V_0$ unchanged.

Q: What fails if I keep differentiability but allow a singular $B_0$?

A: Let $\varphi(\varepsilon)=(1,0)$ at every energy. Then $\varphi'=0$, and $(h+V_0-e)\varphi'=\varphi$ would read $0=\varphi$, whatever $V_0$ is. This example shows only that a nonzero $\varphi(e)$ needs $\varphi'(e)\neq0$; invertibility of $B_0$ is a stronger condition.

Q: How does the derivative enter an actual calculation?

A: At one reference energy, solve the radial equation for the wave and for its energy derivative. Pseudise both, matching value and slope at the core radius, and give the pseudo-wave the same norm inside that radius as the original wave: without $S$, this makes $B_0$, and hence the potential, Hermitian. Form $\chi$ and $\chi'=\varphi+(e-h)\varphi'$, integrate the four entries of $B_0$ up to the core radius, and take the columns of $XB_0^{-1}$ as projectors $\beta_i$. The potential is then $\sum_{ij}(B_0)_{ij}|\beta_i\rangle\langle\beta_j|$, with $i,j=0,1$. This is the formula for $V_0$, now with inner products that stop at the core radius, so the theorems for finite matrices, including the one on Hermiticity, don't cover it. The nearly singular $B$ of two close energies never has to be inverted.
